# Energy filtering by a sharp barrier: the derivative of the power factor and the condition b − h = s/2 at a local maximum

## Transport moments above a barrier

Consider electrons of charge −e in a single band with edge E_c, at temperature T and chemical potential μ. Energies E are measured from the band edge in units of k_B T, where k_B is Boltzmann's constant:

    x = (E − E_c)/(k_B T),    h = (μ − E_c)/(k_B T).

In linear-response Boltzmann transport of independent carriers, conductivity and thermopower are computed from energy integrals of one weight w(x), the contribution to conduction of the carriers at energy x. Here w is the product of the band's transport function (density of states, squared velocity, relaxation time) with the thermal window −∂f/∂x of the occupation function f, so the window is counted as part of what the code calls a transport distribution.

```lean
import Mathlib

open MeasureTheory Set Filter Topology

namespace EnergyFiltering

noncomputable section
```

Four properties of w are assumed. It is positive for x > 0, meaning that carriers conduct at every energy above the band edge, with no gap and no upper edge. It is continuous for x > 0. Both w and x w are integrable on x > 0, meaning that the charge current and the energy current are finite. Nothing is required at x = 0 or below, so an integrable singularity at the band edge is admitted. In the code `Ioi 0` is the open half-line x > 0.

```lean
/-- A transport distribution: positive and continuous at energies `x > 0`, with `w` and
`x w` integrable there. -/
structure IsTransportDistribution (w : ℝ → ℝ) : Prop where
  pos : ∀ x, 0 < x → 0 < w x
  cont : ContinuousOn w (Ioi 0)
  int : IntegrableOn w (Ioi 0)
  int_mul : IntegrableOn (fun x => x * w x) (Ioi 0)
```

The barrier is modelled as an ideal filter in the total energy: at reduced energy b it removes every carrier with x < b and passes every carrier with x > b unchanged. In a two- or three-dimensional band, a planar barrier that conserves the momentum parallel to it selects carriers by their motion normal to it instead, and is not described by this model. The zeroth moment of the remaining carriers is

    M0(b) = ∫_{x>b} w(x) dx.

```lean
/-- Zeroth transport moment (reduced conductivity) of the carriers above the barrier `b`. -/
def M0 (w : ℝ → ℝ) (b : ℝ) : ℝ := ∫ x in Ioi b, w x
```

The first moment measures energy from the chemical potential:

    M1(b) = ∫_{x>b} (x − h) w(x) dx.

```lean
/-- First transport moment above the barrier `b`, with energy measured from the chemical
potential `h`. -/
def M1 (w : ℝ → ℝ) (h b : ℝ) : ℝ := ∫ x in Ioi b, (x - h) * w x
```

The reduced Seebeck coefficient is the w-weighted mean of x − h over the transmitted carriers,

    s(b) = M1(b)/M0(b).

```lean
/-- Reduced Seebeck coefficient `M1 / M0` with barrier `b`. -/
def seebeck (w : ℝ → ℝ) (h b : ℝ) : ℝ := M1 w h b / M0 w b
```

With σ₀ a fixed unit of conductivity, the physical conductivity is σ = σ₀ M0 and the physical Seebeck coefficient of electrons is S = −(k_B/e) s. The power factor σS² is then σ₀ (k_B/e)² times

    P(b) = M0 s² = M1(b)²/M0(b).

```lean
/-- Reduced power factor `M1 ^ 2 / M0` with barrier `b`. -/
def powerFactor (w : ℝ → ℝ) (h b : ℝ) : ℝ := M1 w h b ^ 2 / M0 w b
```

These moment formulas enter as definitions and are not derived from a kinetic equation. The weight w and the number h stay fixed while b varies, which ignores any effect of the barrier on scattering or on the carrier density. Since h is an arbitrary real number and w an arbitrary admissible function, a w whose thermal window is centred at h is included. The example treated at the end is w(x) = exp(−x), the form obtained from a Boltzmann occupation and a constant transport function, with the factor exp(h) absorbed into σ₀.

```lean
/-- The Boltzmann transport distribution `exp (-x)`. -/
def boltzmann (x : ℝ) : ℝ := Real.exp (-x)
```

## Tail integrals

Let g be continuous and integrable on x > 0 (the code calls it `f`). For c > 0 the half-line splits into (0, c] and (c, ∞), so

    ∫_{x>c} g dx = ∫_{x>0} g dx − ∫_0^c g dx.

The first term does not depend on c, and the fundamental theorem of calculus gives the second the derivative g(c). At a point b > 0,

    d/dc ∫_{x>c} g dx = −g(b)   at c = b.

The statement `HasDerivAt F d b` says that F is differentiable at b with two-sided derivative d. In the proof, `key` is the splitting, obtained from `setIntegral_union` on the two disjoint sets, and `hftc` is the fundamental theorem. The splitting is proved for c > 0, since nothing is assumed about g below 0; such c fill a neighbourhood of b, and `congr_of_eventuallyEq` transfers the derivative between two functions that agree there.

```lean
/-- The integral of `f` above a barrier `b > 0` changes with the barrier at the rate `-f b`. -/
theorem hasDerivAt_tail {f : ℝ → ℝ} (hc : ContinuousOn f (Ioi 0))
    (hi : IntegrableOn f (Ioi 0)) {b : ℝ} (hb : 0 < b) :
    HasDerivAt (fun c => ∫ x in Ioi c, f x) (-f b) b := by
  -- tail = total minus the part below the barrier
  have key : ∀ c : ℝ, 0 < c →
      ∫ x in Ioi c, f x = (∫ x in Ioi (0 : ℝ), f x) - ∫ x in (0 : ℝ)..c, f x := by
    intro c hc0
    have hd : Disjoint (Ioc (0 : ℝ) c) (Ioi c) :=
      Set.disjoint_left.mpr fun x hx hy => not_lt_of_ge hx.2 hy
    have hu := setIntegral_union hd measurableSet_Ioi (hi.mono_set Ioc_subset_Ioi_self)
      (hi.mono_set (Ioi_subset_Ioi hc0.le))
    rw [Ioc_union_Ioi_eq_Ioi hc0.le] at hu
    rw [intervalIntegral.integral_of_le hc0.le]
    linarith
  have hftc : HasDerivAt (fun c => ∫ x in (0 : ℝ)..c, f x) (f b) b :=
    intervalIntegral.integral_hasDerivAt_right
      ((intervalIntegrable_iff_integrableOn_Ioc_of_le hb.le).2
        (hi.mono_set Ioc_subset_Ioi_self))
      (hc.stronglyMeasurableAtFilter isOpen_Ioi b hb)
      (hc.continuousAt (Ioi_mem_nhds hb))
  refine (hftc.const_sub (∫ x in Ioi (0 : ℝ), f x)).congr_of_eventuallyEq ?_
  filter_upwards [lt_mem_nhds hb] with c hc0 using key c hc0
```

If g > 0 on x > b and g is integrable there, its integral is strictly positive. A nonnegative integrable function has positive integral exactly when it is nonzero on a set of positive measure, and here that set is the whole half-line: `hn` is nonnegativity, `hs` identifies the support, and the half-line has infinite length.

```lean
/-- A function that is positive and integrable above `b` has a positive integral there. -/
theorem tail_pos {f : ℝ → ℝ} {b : ℝ} (hp : ∀ x, b < x → 0 < f x)
    (hi : IntegrableOn f (Ioi b)) : 0 < ∫ x in Ioi b, f x := by
  have hn : 0 ≤ᵐ[volume.restrict (Ioi b)] f := by
    filter_upwards [ae_restrict_mem measurableSet_Ioi] with x hx using (hp x hx).le
  have hs : Function.support f ∩ Ioi b = Ioi b :=
    inter_eq_right.mpr fun x hx => (hp x hx).ne'
  rw [setIntegral_pos_iff_support_of_nonneg_ae hn hi, hs]
  simp [Real.volume_Ioi]
```

For b ≥ 0, writing (x − h) w = x w − h w shows that the integrand of M1 is integrable above b, and linearity gives

    M1(b) = ∫_{x>b} x w dx − h M0(b).

The value b = 0 is admitted because the next step needs integrability of (x − h) w on all of x > 0.

```lean
/-- Above a barrier `b ≥ 0` the function `(x - h) w` is integrable, and `M1` is the integral
of `x w` minus `h M0`. -/
theorem M1_eq {w : ℝ → ℝ} (hw : IsTransportDistribution w) (h : ℝ) {b : ℝ} (hb : 0 ≤ b) :
    IntegrableOn (fun x => (x - h) * w x) (Ioi b) ∧
      M1 w h b = (∫ x in Ioi b, x * w x) - h * M0 w b := by
  have h0 := hw.int.mono_set (Ioi_subset_Ioi hb)
  have h1 := hw.int_mul.mono_set (Ioi_subset_Ioi hb)
  have e : (fun x => (x - h) * w x) = fun x => x * w x - h * w x := by
    ext x
    ring
  constructor
  · rw [e]
    exact Integrable.sub h1 (Integrable.const_mul h0 h)
  · unfold M1 M0
    rw [e, integral_sub h1 (Integrable.const_mul h0 h), integral_const_mul]
```

Applying positivity to w, and the derivative rule to w and to (x − h) w, gives for b > 0, with a prime for the derivative in b,

    M0(b) > 0,    M0′(b) = −w(b),    M1′(b) = −(b − h) w(b).

The definitions accept any real b, and Lean sets a quotient by zero equal to zero, but M0 > 0 makes s and P ordinary quotients for every b > 0.

```lean
/-- For `b > 0` the moment `M0` is positive, and the derivatives of `M0` and `M1` in the
barrier are `-w b` and `-(b - h) w b`. -/
theorem moments {w : ℝ → ℝ} (hw : IsTransportDistribution w) (h : ℝ) {b : ℝ} (hb : 0 < b) :
    0 < M0 w b ∧ HasDerivAt (M0 w) (-w b) b ∧ HasDerivAt (M1 w h) (-((b - h) * w b)) b := by
  refine ⟨tail_pos (fun x hx => hw.pos x (hb.trans hx))
    (hw.int.mono_set (Ioi_subset_Ioi hb.le)), hasDerivAt_tail hw.cont hw.int hb, ?_⟩
  have hc : ContinuousOn (fun x => (x - h) * w x) (Ioi 0) :=
    (by fun_prop : Continuous fun x : ℝ => x - h).continuousOn.mul hw.cont
  exact hasDerivAt_tail hc (M1_eq hw h le_rfl).1 hb
```

## The Seebeck coefficient as a function of the barrier

Every transmitted carrier has x > b, so (x − b) w > 0 above the barrier, and

    0 < ∫_{x>b} (x − b) w dx = ∫_{x>b} x w dx − b M0.

Adding (b − h) M0 to both sides gives (b − h) M0 < M1, and division by M0 > 0 gives

    b − h < s(b).

In the code the positive integral is `M1 w b b`, the first moment with the chemical potential set equal to b, so `M1_eq` supplies the splitting on both sides and `linarith` does the addition.

```lean
/-- The Seebeck coefficient exceeds the barrier height `b - h` over the chemical potential. -/
theorem barrier_lt_seebeck {w : ℝ → ℝ} (hw : IsTransportDistribution w) (h : ℝ) {b : ℝ}
    (hb : 0 < b) : b - h < seebeck w h b := by
  -- every transmitted carrier lies above the barrier
  have hp : 0 < M1 w b b := tail_pos (f := fun x => (x - b) * w x)
    (fun x hx => mul_pos (sub_pos.2 hx) (hw.pos x (hb.trans hx))) (M1_eq hw b hb.le).1
  rw [(M1_eq hw b hb.le).2] at hp
  rw [seebeck, lt_div_iff₀ (moments hw h hb).1, (M1_eq hw h hb.le).2]
  linarith
```

The quotient rule gives

    s′ = (M1′ M0 − M1 M0′)/M0² = (−(b − h) w(b) M0 + M1 w(b))/M0² = w(b) (s − (b − h))/M0.

All three factors w(b), s − (b − h) and 1/M0 are positive, so s′ > 0 at every b > 0, while M0′ < 0. Raising the barrier discards the carriers of lowest energy, which lifts the mean and lowers the conductivity. The term `h1.fun_div h0 hne` is the quotient rule, and `field_simp` with `ring` performs the rearrangement.

```lean
/-- The Seebeck coefficient `s` has derivative `w b (s - (b - h)) / M0` in the barrier, and
this derivative is positive. -/
theorem hasDerivAt_seebeck {w : ℝ → ℝ} (hw : IsTransportDistribution w) (h : ℝ) {b : ℝ}
    (hb : 0 < b) :
    HasDerivAt (seebeck w h) (w b * (seebeck w h b - (b - h)) / M0 w b) b ∧
      0 < w b * (seebeck w h b - (b - h)) / M0 w b := by
  obtain ⟨hp, h0, h1⟩ := moments hw h hb
  have hne := hp.ne'
  refine ⟨(h1.fun_div h0 hne).congr_deriv ?_,
    div_pos (mul_pos (hw.pos b hb) (sub_pos.2 (barrier_lt_seebeck hw h hb))) hp⟩
  simp only [seebeck]
  field_simp
  ring
```

## The power factor and its local maxima

With P = M1 · M1/M0, the product and quotient rules give

    P′ = (2 M1 M1′ M0 − M1² M0′)/M0² = 2 s M1′ − s² M0′.

Inserting the derivatives of the moments,

    P′ = −2 s (b − h) w(b) + s² w(b) = w(b) s (s − 2(b − h)).

The theorem states this for every admissible w, every real h and every b > 0, with no sign condition on s. The step `e` rewrites the square as a product so that `fun_mul` and `fun_div` apply in turn.

```lean
/-- The power factor has derivative `w b * s * (s - 2 (b - h))` in the barrier height, with
`s` the Seebeck coefficient at that barrier. -/
theorem hasDerivAt_powerFactor {w : ℝ → ℝ} (hw : IsTransportDistribution w) (h : ℝ) {b : ℝ}
    (hb : 0 < b) :
    HasDerivAt (powerFactor w h)
      (w b * seebeck w h b * (seebeck w h b - 2 * (b - h))) b := by
  obtain ⟨hp, h0, h1⟩ := moments hw h hb
  have hne := hp.ne'
  have e : powerFactor w h = fun c => M1 w h c * M1 w h c / M0 w c := by
    ext c
    simp only [powerFactor, sq]
  rw [e]
  -- product and quotient rule
  refine ((h1.fun_mul h1).fun_div h0 hne).congr_deriv ?_
  simp only [seebeck]
  field_simp
  ring
```

Let b > 0 be a local maximum of P with s(b) > 0. The condition `IsLocalMax (powerFactor w h) b` means P(c) ≤ P(b) for all c in some neighbourhood of b. The derivative vanishes there, and w(b) s > 0 can be cancelled:

    s − 2(b − h) = 0,   hence   b − h = s/2 > 0,   hence   h < b.

In the proof `hz` is the vanishing of the derivative and `h2` the cancellation. The hypothesis s > 0 says that the transmitted carriers lie on average above the chemical potential, so that the thermopower has the sign of the carrier charge.

```lean
/-- At a barrier `b > 0` that locally maximises the power factor and has Seebeck coefficient
`s > 0`, one has `b - h = s / 2` and `h < b`. -/
theorem optimal_barrier {w : ℝ → ℝ} (hw : IsTransportDistribution w) (h : ℝ) {b : ℝ}
    (hb : 0 < b) (hs : 0 < seebeck w h b) (hmax : IsLocalMax (powerFactor w h) b) :
    b - h = seebeck w h b / 2 ∧ h < b := by
  have hz := hmax.hasDerivAt_eq_zero (hasDerivAt_powerFactor hw h hb)
  have h2 := (mul_eq_zero.1 hz).resolve_left (mul_pos (hw.pos b hb) hs).ne'
  constructor <;> linarith
```

For a barrier energy E_b = E_c + b k_B T the condition reads E_b − μ = −e S T/2. Band-structure transport calculations in the relaxation-time approximation obtain σ and S from moments of this kind, and for one band of independent carriers at fixed μ and T with an ideal sharp filter, the theorem makes the relation a necessary condition on a locally optimal cut-off b > 0 with s(b) > 0, for a weight w with the four properties assumed above. It is implicit, because s depends on b. The theorem does not say that a maximum exists for a general w, that it is unique or global, or that a solution of b − h = s/2 is a maximum. Thermal conductivity does not enter, so nothing follows about the figure of merit or the efficiency, and the endpoint b = 0 is excluded.

## The exponential distribution

For w = exp(−x) the integrals are elementary. Since

    d/dx [−(x + 1) exp(−x)] = −exp(−x) + (x + 1) exp(−x) = x exp(−x)

and the bracket tends to 0 as x → ∞,

    ∫_{x>b} x exp(−x) dx = (b + 1) exp(−b),    M0 = exp(−b).

Therefore M1 = (b + 1 − h) exp(−b), and for b > 0

    s = b + 1 − h,    P = (b + 1 − h)² exp(−b).

In the code `hlim` is the limit at infinity and `hd` the antiderivative. Because x exp(−x) ≥ 0, a finite limit of the antiderivative also yields integrability, which `key` records together with the value. Taken at b = 0 it supplies the last property required of w.

```lean
/-- `exp (-x)` is a transport distribution; for `b > 0` its Seebeck coefficient is
`b + 1 - h` and its power factor is `(b + 1 - h) ^ 2 exp (-b)`. -/
theorem boltzmann_moments : IsTransportDistribution boltzmann ∧ ∀ h b : ℝ, 0 < b →
    seebeck boltzmann h b = b + 1 - h ∧
      powerFactor boltzmann h b = (b + 1 - h) ^ 2 * Real.exp (-b) := by
  have hlim : Tendsto (fun x : ℝ => -((x + 1) * Real.exp (-x))) atTop (𝓝 0) := by
    have := ((Real.tendsto_pow_mul_exp_neg_atTop_nhds_zero 1).add
      Real.tendsto_exp_neg_atTop_nhds_zero).neg
    simp only [add_zero, neg_zero] at this
    exact this.congr fun x => by ring
  -- antiderivative of `x exp (-x)`
  have key : ∀ b : ℝ, 0 ≤ b → IntegrableOn (fun x => x * Real.exp (-x)) (Ioi b) ∧
      ∫ x in Ioi b, x * Real.exp (-x) = (b + 1) * Real.exp (-b) := by
    intro b hb
    have hd : ∀ x ∈ Ici b, HasDerivAt (fun y : ℝ => -((y + 1) * Real.exp (-y)))
        (x * Real.exp (-x)) x := by
      intro x _
      have he : HasDerivAt (fun y : ℝ => Real.exp (-y)) (-Real.exp (-x)) x :=
        (hasDerivAt_neg' x).exp.congr_deriv (by simp)
      exact (((hasDerivAt_id' x).add_const 1).fun_mul he).fun_neg.congr_deriv (by ring)
    have hp : ∀ x ∈ Ioi b, 0 ≤ x * Real.exp (-x) := fun x hx =>
      mul_nonneg (hb.trans (le_of_lt hx)) (Real.exp_pos _).le
    refine ⟨integrableOn_Ioi_deriv_of_nonneg' hd hp hlim, ?_⟩
    rw [integral_Ioi_of_hasDerivAt_of_nonneg' hd hp hlim]
    simp
  have hc : Continuous fun x : ℝ => Real.exp (-x) := by fun_prop
  have hi : IntegrableOn (fun x : ℝ => Real.exp (-x)) (Ioi 0) :=
    integrableOn_exp_neg_Ioi 0
  have hw : IsTransportDistribution boltzmann :=
    ⟨fun x _ => Real.exp_pos _, hc.continuousOn, hi, (key 0 le_rfl).1⟩
  refine ⟨hw, fun h b hb => ?_⟩
  have hne := (Real.exp_pos (-b)).ne'
  have hM0 : M0 boltzmann b = Real.exp (-b) := integral_exp_neg_Ioi b
  have hM1 : M1 boltzmann h b = (b + 1 - h) * Real.exp (-b) := by
    rw [(M1_eq hw h hb.le).2, hM0]
    show (∫ x in Ioi b, x * Real.exp (-x)) - _ = _
    rw [(key b hb.le).2]
    ring
  constructor
  · rw [seebeck, hM1, hM0, mul_div_assoc, div_self hne, mul_one]
  · rw [powerFactor, hM1, hM0, div_eq_iff hne]
    ring
```

The condition b − h = s/2 becomes 2(b − h) = b + 1 − h, so b = h + 1 and s = 2. This barrier is positive exactly when h + 1 > 0, which is the hypothesis `hh`. To see that it is a local maximum, take c > 0 with c > h and set t = (c − h − 1)/2. The bound 1 + t ≤ exp t gives

    0 ≤ c + 1 − h = 2(1 + t) ≤ 2 exp t.

Squaring and using 2t − c = −(h + 1),

    P(c) = (c + 1 − h)² exp(−c) ≤ 4 exp(2t) exp(−c) = 4 exp(−(h + 1)) = P(h + 1).

The two conditions on c hold near h + 1, which is what `filter_upwards` collects. The step `ht` is the identity for the exponents, `h1` the bound, and the `calc` block the last display. The assumptions of `optimal_barrier` are thus all met in this case. Since b = h + 1 lies only k_B T above μ, where Boltzmann and Fermi occupations differ appreciably, the exponential serves as a solvable model and not as a quantitative one.

```lean
/-- For the transport distribution `exp (-x)` and `h + 1 > 0`, the barrier `h + 1` has Seebeck
coefficient `2` and locally maximises the power factor. -/
theorem optimal_barrier_witness {h : ℝ} (hh : 0 < h + 1) :
    IsTransportDistribution boltzmann ∧ seebeck boltzmann h (h + 1) = 2 ∧
      IsLocalMax (powerFactor boltzmann h) (h + 1) := by
  obtain ⟨hw, hm⟩ := boltzmann_moments
  refine ⟨hw, by rw [(hm h _ hh).1]; ring, ?_⟩
  show ∀ᶠ c in 𝓝 (h + 1), powerFactor boltzmann h c ≤ powerFactor boltzmann h (h + 1)
  filter_upwards [lt_mem_nhds hh, lt_mem_nhds (lt_add_one h)] with c hc0 hch
  rw [(hm h c hc0).2, (hm h _ hh).2]
  have ht : Real.exp (-(h + 1)) = Real.exp ((c - h - 1) / 2) ^ 2 * Real.exp (-c) := by
    rw [sq, ← Real.exp_add, ← Real.exp_add]
    congr 1
    ring
  have h1 := Real.add_one_le_exp ((c - h - 1) / 2)
  calc (c + 1 - h) ^ 2 * Real.exp (-c)
      ≤ (2 * Real.exp ((c - h - 1) / 2)) ^ 2 * Real.exp (-c) :=
        mul_le_mul_of_nonneg_right (pow_le_pow_left₀ (by linarith) (by linarith) 2)
          (Real.exp_pos _).le
    _ = (h + 1 + 1 - h) ^ 2 * Real.exp (-(h + 1)) := by
        rw [ht]
        ring

end

end EnergyFiltering
```

```lean
#print axioms EnergyFiltering.hasDerivAt_seebeck
#print axioms EnergyFiltering.hasDerivAt_powerFactor
#print axioms EnergyFiltering.optimal_barrier
```

```
'EnergyFiltering.hasDerivAt_seebeck' depends on axioms: [propext, Classical.choice, Quot.sound]
'EnergyFiltering.hasDerivAt_powerFactor' depends on axioms: [propext, Classical.choice, Quot.sound]
'EnergyFiltering.optimal_barrier' depends on axioms: [propext, Classical.choice, Quot.sound]
```

## Numbers for h = 0, and the second zero of P′

The evaluations and the observation below are worked from the formulas above and are not theorems of the file. For w = exp(−x) and h = 0 one has s = b + 1, P = (b + 1)² exp(−b) and P′ = exp(−b)(b + 1)(1 − b):

    b = 0.5:   M0 = 0.607,   s = 1.5,   P = 1.365,   P′ = +0.455
    b = 1.0:   M0 = 0.368,   s = 2.0,   P = 1.472,   P′ = 0
    b = 1.5:   M0 = 0.223,   s = 2.5,   P = 1.395,   P′ = −0.279

As b tends to 0, the quantities M0, s and P all tend to 1. At b = 1 the conductivity has fallen by a factor exp(1), s has doubled, and P has risen to 4 exp(−1).

A slip to avoid is reading P′ = 0 as s = 2(b − h) without looking at the factor s. Take w = exp(−x), h = 3 and b = 2, as a mathematical example only: a Boltzmann occupation exp(h − x) would exceed 1 below μ, which is not admissible for electrons. Then s = 0 and P′ = 0, while b − h = −1 differs from s/2 = 0. At this barrier the carriers below and above the chemical potential cancel in M1, and P = 0 is a minimum. A statement that assumed only a vanishing derivative, with no condition on s, would be false at this point. At a local maximum, by contrast, s > 0 holds automatically, although the file assumes it rather than proving it. If s < 0, then P′ = 0 would give b − h = s/2 > s, against b − h < s. If s = 0, then P = 0 at b, while P > 0 at nearby barriers because s is strictly increasing, so b is a minimum.
